# The spectral projector above 1/2 is a nearest projector to a Hermitian matrix in Frobenius norm

Let $A$ be a real symmetric or complex Hermitian matrix, and let $Q$ be its spectral projector on eigenvalues above $1/2$. Every Hermitian idempotent $R$ satisfies

$$\|A-Q\|\le\|A-R\|$$

in the Frobenius norm. If $1/2$ is not an eigenvalue of $A$, equality holds only for $R=Q$.

## What McWeeny purification converges to

The one-particle density matrix of a single Slater determinant, written in an orthonormal basis of spin orbitals, is Hermitian and idempotent: its eigenvalues are the occupations 0 and 1. Purification starts from a Hermitian matrix $A$ that is not yet idempotent. McWeeny's step $A\mapsto 3A^2-2A^3$ keeps the eigenvectors and, for eigenvalues in $[0,1]$ other than $1/2$, drives those above $1/2$ to 1 and those below to 0. The limit of repeated steps is then $Q$.

For finite matrices, the result characterises this limit by $A$ alone: it is the Hermitian idempotent matrix closest to $A$ in the Frobenius norm. The one-electron Hamiltonian $H$ enters only through $A$, if at all. Whether $Q$ is also the ground-state density matrix of $H$ is a separate question, which depends on how $A$ was prepared: its eigenvectors with eigenvalue above $1/2$ must span the occupied space of $H$. Purification schemes that fix the electron number aim at a projector with that trace, which can differ from $Q$.

## The excess distance, orbital by orbital

Let $u_k$ be orthonormal eigenvectors of $A$ with eigenvalues $a_k$, and let $U$ be the unitary matrix with columns $u_k$. Set $o_k=1$ if $a_k>1/2$ and $o_k=0$ otherwise, so that $Qu_k=o_ku_k$. For any matrix $M$, since $UU^\dagger=1$,

$$\|M\|^2=\sum_{k,i}|M_{ik}|^2=\operatorname{tr}M^\dagger M=\operatorname{tr}\,(MU)^\dagger(MU)=\sum_k\|Mu_k\|^2 .$$

Let $p_k=u_k^\dagger Ru_k$ be the occupation of $u_k$ in $R$. Because $R^2=R$,

$$\|(A-R)u_k\|^2=u_k^\dagger(A-R)^2u_k=a_k^2-2a_kp_k+p_k=p_k(1-2a_k)+a_k^2 .$$

The same calculation with $Q$ in place of $A$ gives

$$\|(Q-R)u_k\|^2=p_k(1-2o_k)+o_k^2,$$

which is $1-p_k$ for $o_k=1$ and $p_k$ for $o_k=0$. Also $\|(A-Q)u_k\|^2=(a_k-o_k)^2$.

Now subtract. If $a_k>1/2$,

$$p_k(1-2a_k)+a_k^2-(a_k-1)^2=(2a_k-1)(1-p_k).$$

If $a_k\le 1/2$, the difference is $(1-2a_k)p_k$. Both cases equal $|2a_k-1|\,\|(Q-R)u_k\|^2$, and summing over $k$ gives

$$\|A-R\|^2=\|A-Q\|^2+\sum_k|2a_k-1|\,\|(Q-R)u_k\|^2 .$$

The sum is non-negative, which proves the inequality. If equality holds, every term vanishes. When no $a_k$ is $1/2$, this forces $(Q-R)u_k=0$ for all $k$, and hence $R=Q$.

If $g\le|2a_k-1|$ for all $k$, the identity also gives

$$g\,\|Q-R\|^2\le\|A-R\|^2-\|A-Q\|^2 .$$

For positive $g$, a projector almost as close to $A$ as $Q$ must therefore be close to $Q$. Here $g/2$ is a lower bound on the distance of the eigenvalues of $A$ from $1/2$; $g$ is not the HOMO–LUMO gap.

## One orbital, and half the identity

For a $1\times1$ matrix $A=a$ the only projectors are 0 and 1, at distances $|a|$ and $|a-1|$. The nearer one is 1 for $a>1/2$ and 0 for $a<1/2$. At $a=1/2$ they tie.

The tie persists in dimension $N$: every projector has squared distance $N/4$ from half the identity. For $N\ge1$ there is more than one projector, so uniqueness fails for this $A$.

## The statement in Lean

The scalar type `𝕜` is ℝ or ℂ, and the finite type `n` labels the orthonormal basis.

- `frobNorm` is the Frobenius norm, and `IsProjector R` says that `R` is Hermitian with `R * R = R`. The trace of `R` is free, so the competitors may have any electron number.
- `hA` is the proof that `A` is Hermitian, and `hA.eigenvalues k` is $a_k$.
- `orbitals hA` is $U$. These are eigenvectors of $A$, not of a Hamiltonian.
- `occ` is the step at $1/2$, with the value 0 at $1/2$ itself, and `target hA` is $Q$.

The main theorem is `target_nearest`. Its first part is the inequality for every Hermitian `A`. Its second part assumes that no eigenvalue is $1/2$ and states that the distances are equal if and only if `R = target hA`.

```lean
import Mathlib

open Matrix

namespace NearestProjector

noncomputable section

variable {𝕜 n : Type*} [RCLike 𝕜] [Fintype n]

/-- The Frobenius norm of a square matrix: the root of the sum of the squared moduli of
its entries. -/
def frobNorm (M : Matrix n n 𝕜) : ℝ := √(∑ k, ∑ i, ‖M i k‖ ^ 2)

/-- An idempotent density matrix in an orthonormal basis: Hermitian, with `R * R = R`. -/
def IsProjector (R : Matrix n n 𝕜) : Prop := R.IsHermitian ∧ R * R = R

/-- The step occupation: 1 for an eigenvalue above 1/2, and 0 otherwise. -/
def occ (a : ℝ) : ℝ := if 1 / 2 < a then 1 else 0

/-- The squared norm of column `k` of `M` is the `k`-th diagonal entry of `Mᴴ * M`. -/
theorem column_sq (M : Matrix n n 𝕜) (k : n) :
    ∑ i, ‖M i k‖ ^ 2 = RCLike.re ((Mᴴ * M) k k) := by
  rw [Matrix.mul_apply, map_sum]
  refine Finset.sum_congr rfl fun i _ => ?_
  rw [Matrix.conjTranspose_apply, RCLike.star_def, RCLike.conj_mul,
    ← RCLike.ofReal_pow, RCLike.ofReal_re]

variable [DecidableEq n]

/-- The unitary matrix whose columns are orthonormal eigenvectors of the Hermitian
matrix `A`. -/
def orbitals {A : Matrix n n 𝕜} (hA : A.IsHermitian) : Matrix n n 𝕜 :=
  (hA.eigenvectorUnitary : Matrix n n 𝕜)

/-- The spectral projector of the Hermitian matrix `A` on its eigenvalues above 1/2. -/
def target {A : Matrix n n 𝕜} (hA : A.IsHermitian) : Matrix n n 𝕜 :=
  orbitals hA * diagonal (fun k => ((occ (hA.eigenvalues k) : ℝ) : 𝕜)) * (orbitals hA)ᴴ

/-- The squared distance between column `k` of a real diagonal matrix and of a projector `P`
depends on `P` only through its diagonal entry. -/
theorem column_distance {P : Matrix n n 𝕜} (hP : IsProjector P) (t : n → ℝ) (k : n) :
    ∑ i, ‖(diagonal (fun j => (t j : 𝕜)) - P) i k‖ ^ 2
      = RCLike.re (P k k) * (1 - 2 * t k) + t k ^ 2 := by
  have hT : (diagonal (fun j => (t j : 𝕜)))ᴴ = diagonal (fun j => (t j : 𝕜)) := by
    rw [Matrix.diagonal_conjTranspose]
    congr 1
    funext i
    simp
  -- idempotency makes the square linear in `P`
  have expand : ∀ T : Matrix n n 𝕜, (T - P) * (T - P) = T * T - T * P - P * T + P := by
    intro T
    rw [sub_mul, mul_sub, mul_sub, hP.2]
    abel
  rw [column_sq, Matrix.conjTranspose_sub, hT, hP.1.eq, expand]
  simp only [Matrix.add_apply, Matrix.sub_apply, Matrix.diagonal_mul, Matrix.mul_diagonal,
    Matrix.diagonal_apply_eq, map_add, map_sub, RCLike.mul_re, RCLike.ofReal_re,
    RCLike.ofReal_im]
  ring

/-- The eigenvector matrix of a Hermitian `A` is unitary and diagonalises `A`. -/
theorem orbitals_spec {A : Matrix n n 𝕜} (hA : A.IsHermitian) :
    (orbitals hA)ᴴ * orbitals hA = 1 ∧ orbitals hA * (orbitals hA)ᴴ = 1 ∧
      A = orbitals hA * diagonal (fun k => (hA.eigenvalues k : 𝕜)) * (orbitals hA)ᴴ := by
  refine ⟨Matrix.mem_unitaryGroup_iff'.mp hA.eigenvectorUnitary.2,
    Matrix.mem_unitaryGroup_iff.mp hA.eigenvectorUnitary.2, ?_⟩
  have h := hA.spectral_theorem
  rw [Unitary.conjStarAlgAut_apply] at h
  exact h

/-- The squared Frobenius norm of `M` is the sum of the squared norms of `M u` over the
orthonormal eigenvectors `u` of a Hermitian matrix `A`. -/
theorem frobNorm_sq_orbitals {A : Matrix n n 𝕜} (hA : A.IsHermitian) (M : Matrix n n 𝕜) :
    frobNorm M ^ 2 = ∑ k, ∑ i, ‖(M * orbitals hA) i k‖ ^ 2 := by
  obtain ⟨-, h2, -⟩ := orbitals_spec hA
  have ht : trace (Mᴴ * M) = trace ((M * orbitals hA)ᴴ * (M * orbitals hA)) := by
    rw [Matrix.trace_mul_comm (M * orbitals hA)ᴴ, Matrix.conjTranspose_mul,
      Matrix.mul_assoc, ← Matrix.mul_assoc (orbitals hA), h2, Matrix.one_mul,
      Matrix.trace_mul_comm]
  unfold frobNorm
  rw [Real.sq_sqrt (by positivity)]
  simp only [column_sq]
  rw [← map_sum, ← map_sum]
  exact congrArg RCLike.re ht

/-- The spectral projector of a Hermitian `A` on eigenvalues above 1/2 acts on every eigenvector of
`A` as multiplication by the step occupation of its eigenvalue. -/
theorem target_mulVec {A : Matrix n n 𝕜} (hA : A.IsHermitian) {v : n → 𝕜} {a : ℝ}
    (hv : A *ᵥ v = (a : 𝕜) • v) : target hA *ᵥ v = ((occ a : ℝ) : 𝕜) • v := by
  obtain ⟨h1, h2, h3⟩ := orbitals_spec hA
  have hc : diagonal (fun k => (hA.eigenvalues k : 𝕜)) * (orbitals hA)ᴴ
      = (orbitals hA)ᴴ * A := by
    have h := congrArg (fun X => (orbitals hA)ᴴ * X) h3
    simp only [← Matrix.mul_assoc, h1, Matrix.one_mul] at h
    exact h.symm
  have hw : diagonal (fun k => (hA.eigenvalues k : 𝕜)) *ᵥ ((orbitals hA)ᴴ *ᵥ v)
      = (a : 𝕜) • ((orbitals hA)ᴴ *ᵥ v) := by
    rw [Matrix.mulVec_mulVec, hc, ← Matrix.mulVec_mulVec, hv, Matrix.mulVec_smul]
  -- `v` has components only along eigenvectors with eigenvalue `a`
  have hD : diagonal (fun k => ((occ (hA.eigenvalues k) : ℝ) : 𝕜)) *ᵥ ((orbitals hA)ᴴ *ᵥ v)
      = ((occ a : ℝ) : 𝕜) • ((orbitals hA)ᴴ *ᵥ v) := by
    funext k
    have hk := congrFun hw k
    simp only [Matrix.mulVec_diagonal, Pi.smul_apply, smul_eq_mul] at hk ⊢
    by_cases h : ((orbitals hA)ᴴ *ᵥ v) k = 0
    · rw [h, mul_zero, mul_zero]
    · have he : hA.eigenvalues k = a := by exact_mod_cast mul_right_cancel₀ h hk
      rw [he]
  unfold target
  rw [← Matrix.mulVec_mulVec, ← Matrix.mulVec_mulVec, hD, Matrix.mulVec_smul,
    Matrix.mulVec_mulVec, h2, Matrix.one_mulVec]

/-- The spectral projector of a Hermitian matrix on its eigenvalues above 1/2 is itself Hermitian
and idempotent. -/
theorem target_isProjector {A : Matrix n n 𝕜} (hA : A.IsHermitian) :
    IsProjector (target hA) := by
  obtain ⟨h1, -, -⟩ := orbitals_spec hA
  unfold target
  constructor
  · apply Matrix.isHermitian_mul_mul_conjTranspose
    unfold Matrix.IsHermitian
    rw [Matrix.diagonal_conjTranspose]
    congr 1
    funext i
    simp
  · have hD : diagonal (fun k => ((occ (hA.eigenvalues k) : ℝ) : 𝕜))
        * diagonal (fun k => ((occ (hA.eigenvalues k) : ℝ) : 𝕜))
        = diagonal (fun k => ((occ (hA.eigenvalues k) : ℝ) : 𝕜)) := by
      rw [Matrix.diagonal_mul_diagonal]
      congr 1
      funext k
      unfold occ
      split_ifs <;> simp
    generalize diagonal (fun k => ((occ (hA.eigenvalues k) : ℝ) : 𝕜)) = D at hD ⊢
    calc orbitals hA * D * (orbitals hA)ᴴ * (orbitals hA * D * (orbitals hA)ᴴ)
        = orbitals hA * D * ((orbitals hA)ᴴ * orbitals hA) * D * (orbitals hA)ᴴ := by
          simp only [Matrix.mul_assoc]
      _ = orbitals hA * D * (orbitals hA)ᴴ := by
          rw [h1, Matrix.mul_one, Matrix.mul_assoc (orbitals hA) D D, hD]

/-- The squared Frobenius distance from a Hermitian `A` to a projector `R` exceeds that to the
spectral projector `Q` of `A` on eigenvalues above 1/2 by the sum of `|2a - 1| ‖(Q - R) u‖²` over an
orthonormal basis of eigenvectors `u` of `A`, with eigenvalues `a`. -/
theorem distance_identity {A R : Matrix n n 𝕜} (hA : A.IsHermitian) (hR : IsProjector R) :
    frobNorm (A - R) ^ 2 = frobNorm (A - target hA) ^ 2 + ∑ k,
      |2 * hA.eigenvalues k - 1| * ∑ i, ‖((target hA - R) * orbitals hA) i k‖ ^ 2 := by
  obtain ⟨h1, h2, h3⟩ := orbitals_spec hA
  rw [frobNorm_sq_orbitals hA (A - R), frobNorm_sq_orbitals hA (A - target hA),
    ← Finset.sum_add_distrib]
  have hun : ∀ X : Matrix n n 𝕜,
      (orbitals hA)ᴴ * (orbitals hA * X * (orbitals hA)ᴴ) * orbitals hA = X := by
    intro X
    calc _ = ((orbitals hA)ᴴ * orbitals hA) * X * ((orbitals hA)ᴴ * orbitals hA) := by
          simp only [Matrix.mul_assoc]
      _ = X := by rw [h1, Matrix.one_mul, Matrix.mul_one]
  have eA : (orbitals hA)ᴴ * A * orbitals hA = diagonal (fun k => (hA.eigenvalues k : 𝕜)) :=
    (congrArg (fun X => (orbitals hA)ᴴ * X * orbitals hA) h3).trans (hun _)
  have eQ : (orbitals hA)ᴴ * target hA * orbitals hA
      = diagonal (fun k => ((occ (hA.eigenvalues k) : ℝ) : 𝕜)) := hun _
  -- `R` stays a projector in the eigenbasis of `A`
  have hP : IsProjector ((orbitals hA)ᴴ * R * orbitals hA) := by
    constructor
    · unfold Matrix.IsHermitian
      simp only [Matrix.conjTranspose_mul, Matrix.conjTranspose_conjTranspose, hR.1.eq,
        Matrix.mul_assoc]
    · calc _ = (orbitals hA)ᴴ * R * (orbitals hA * (orbitals hA)ᴴ) * R * orbitals hA := by
            simp only [Matrix.mul_assoc]
        _ = _ := by rw [h2, Matrix.mul_one, Matrix.mul_assoc _ R R, hR.2]
  have hcol : ∀ (X Y : Matrix n n 𝕜) (k : n), ∑ i, ‖((X - Y) * orbitals hA) i k‖ ^ 2
      = ∑ i, ‖((orbitals hA)ᴴ * X * orbitals hA
          - (orbitals hA)ᴴ * Y * orbitals hA) i k‖ ^ 2 := by
    intro X Y k
    rw [← Matrix.sub_mul, ← Matrix.mul_sub, Matrix.mul_assoc, column_sq, column_sq,
      Matrix.conjTranspose_mul (orbitals hA)ᴴ, Matrix.conjTranspose_conjTranspose,
      Matrix.mul_assoc _ (orbitals hA), ← Matrix.mul_assoc (orbitals hA) (orbitals hA)ᴴ,
      h2, Matrix.one_mul]
  refine Finset.sum_congr rfl fun k _ => ?_
  have c1 := hcol A R k
  rw [eA, column_distance hP hA.eigenvalues k] at c1
  have c2 : ∑ i, ‖((A - target hA) * orbitals hA) i k‖ ^ 2
      = (hA.eigenvalues k - occ (hA.eigenvalues k)) ^ 2 := by
    have h0 : IsProjector (0 : Matrix n n 𝕜) := ⟨Matrix.isHermitian_zero, mul_zero 0⟩
    rw [hcol, eA, eQ, Matrix.diagonal_sub]
    simpa using column_distance h0 (fun j => hA.eigenvalues j - occ (hA.eigenvalues j)) k
  have c3 : ∑ i, ‖((target hA - R) * orbitals hA) i k‖ ^ 2
      = RCLike.re (((orbitals hA)ᴴ * R * orbitals hA) k k)
        * (1 - 2 * occ (hA.eigenvalues k)) + occ (hA.eigenvalues k) ^ 2 := by
    rw [hcol, eQ]
    exact column_distance hP (fun j => occ (hA.eigenvalues j)) k
  rw [c1, c2, c3]
  unfold occ
  split_ifs with h
  · rw [abs_of_nonneg (by linarith)]
    ring
  · rw [abs_of_nonpos (by linarith)]
    ring

/-- No projector is closer to a Hermitian `A` in Frobenius norm than its spectral projector on
eigenvalues above 1/2; if 1/2 is not an eigenvalue, no other projector is equally close. -/
theorem target_nearest {A R : Matrix n n 𝕜} (hA : A.IsHermitian) (hR : IsProjector R) :
    frobNorm (A - target hA) ≤ frobNorm (A - R) ∧
      ((∀ k, hA.eigenvalues k ≠ 1 / 2) →
        (frobNorm (A - target hA) = frobNorm (A - R) ↔ R = target hA)) := by
  have hid := distance_identity hA hR
  have hterm : ∀ k ∈ Finset.univ, 0 ≤ |2 * hA.eigenvalues k - 1|
      * ∑ i, ‖((target hA - R) * orbitals hA) i k‖ ^ 2 := fun k _ => by positivity
  have hsum := Finset.sum_nonneg hterm
  constructor
  · have hn : 0 ≤ frobNorm (A - R) := Real.sqrt_nonneg _
    by_contra h
    have h' := lt_of_not_ge h
    nlinarith
  · intro hgap
    constructor
    · intro heq
      rw [heq] at hid
      have hz := (Finset.sum_eq_zero_iff_of_nonneg hterm).mp (by linarith)
      -- every eigenvector of `A` is annihilated by `Q - R`
      have hU : (target hA - R) * orbitals hA = 0 := by
        ext i k
        have hne : |2 * hA.eigenvalues k - 1| ≠ 0 := by
          intro h
          exact hgap k (by linarith [abs_eq_zero.mp h])
        have hk := (mul_eq_zero.mp (hz k (Finset.mem_univ k))).resolve_left hne
        have hi := (Finset.sum_eq_zero_iff_of_nonneg (fun i _ => by positivity)).mp hk i
          (Finset.mem_univ i)
        exact norm_eq_zero.mp (pow_eq_zero_iff two_ne_zero |>.mp hi)
      have hQ : target hA - R = 0 := by
        rw [← Matrix.mul_one (target hA - R), ← (orbitals_spec hA).2.1,
          ← Matrix.mul_assoc, hU, Matrix.zero_mul]
      exact (sub_eq_zero.mp hQ).symm
    · intro h
      rw [h]

/-- If all eigenvalues `a` of a Hermitian `A` satisfy `g ≤ |2a - 1|`, then `g` times the squared
Frobenius distance of a projector `R` from the spectral projector `Q` of `A` on eigenvalues above
1/2 is at most the squared distance from `A` to `R` minus that from `A` to `Q`. -/
theorem gap_bound {A R : Matrix n n 𝕜} (hA : A.IsHermitian) (hR : IsProjector R) {g : ℝ}
    (hg : ∀ k, g ≤ |2 * hA.eigenvalues k - 1|) :
    g * frobNorm (target hA - R) ^ 2
      ≤ frobNorm (A - R) ^ 2 - frobNorm (A - target hA) ^ 2 := by
  rw [distance_identity hA hR, add_sub_cancel_left, frobNorm_sq_orbitals hA (target hA - R),
    Finset.mul_sum]
  exact Finset.sum_le_sum fun k _ => mul_le_mul_of_nonneg_right (hg k) (by positivity)

/-- All projectors have the same Frobenius distance from half the identity matrix; its square
is a quarter of the dimension. -/
theorem half_identity_equidistant {R : Matrix n n 𝕜} (hR : IsProjector R) :
    frobNorm (diagonal (fun _ => ((1 / 2 : ℝ) : 𝕜)) - R) ^ 2 = (Fintype.card n : ℝ) / 4 := by
  unfold frobNorm
  rw [Real.sq_sqrt (by positivity),
    Finset.sum_congr rfl fun k _ => column_distance hR (fun _ => 1 / 2) k]
  norm_num [Finset.sum_const, Finset.card_univ, nsmul_eq_mul]
  ring

end

end NearestProjector
```

```lean
#print axioms NearestProjector.target_isProjector
#print axioms NearestProjector.target_nearest
#print axioms NearestProjector.gap_bound
#print axioms NearestProjector.half_identity_equidistant
```

```
'NearestProjector.target_isProjector' depends on axioms: [propext, Classical.choice, Quot.sound]
'NearestProjector.target_nearest' depends on axioms: [propext, Classical.choice, Quot.sound]
'NearestProjector.gap_bound' depends on axioms: [propext, Classical.choice, Quot.sound]
'NearestProjector.half_identity_equidistant' depends on axioms: [propext, Classical.choice, Quot.sound]
```

## From column norms to the nearest projector

`column_sq` writes a squared column norm as a diagonal entry of $M^\dagger M$. `column_distance` is the step that uses idempotency: for a real diagonal matrix with entries $t_k$ and a projector $P$, column $k$ of the difference has squared norm $P_{kk}(1-2t_k)+t_k^2$.

`orbitals_spec` collects the unitarity of $U$ and the diagonalisation of $A$. `frobNorm_sq_orbitals` is the trace argument for $\|M\|^2=\sum_k\|Mu_k\|^2$.

Two theorems confirm that `target` deserves its description. `target_mulVec` shows that $Av=av$ implies $Qv=o(a)v$, with $o$ the step function, for any such $v$ and not only for the chosen columns of $U$. The choice of basis within a degenerate eigenspace therefore has no effect on $Q$. `target_isProjector` shows that $Q$ is itself a projector, so the minimum is attained.

`distance_identity` carries out the derivation in the eigenbasis of $A$. There $R$ becomes $P=U^\dagger RU$, which `hP` shows to be a projector, and $P_{kk}=p_k$. The step `hcol` transfers column norms to this basis. Then `c1`, `c2` and `c3` are the three formulas for $A-R$, $A-Q$ and $Q-R$; `c2` comes from `column_distance` with the zero projector. The final `split_ifs` separates $a_k>1/2$ from $a_k\le1/2$, and `ring` does the subtraction.

In `target_nearest`, the inequality follows by comparing squares of non-negative norms. For uniqueness, a vanishing sum of non-negative terms makes each term zero, so $(Q-R)U=0$, and multiplication by $U^\dagger$ gives $Q=R$. `gap_bound` replaces each weight $|2a_k-1|$ by its lower bound $g$. `half_identity_equidistant` applies `column_distance` with every $t_k=1/2$, where the coefficient of $P_{kk}$ vanishes.
